# A total energy whose only nonlinear term in an orbital's occupation is a power p > 1 has its transition occupation at p^(−1/(p−1))

The total energy is treated here as a real function of the continuous occupation $f$ of one orbital, with the shape of this orbital and its environment held fixed. Besides a constant $e_0$ and a linear term $af$, it contains a single nonlinear term $cf^p$:

$$E(f) = e_0 + a f + c f^p, \qquad p > 1.$$

The coefficient $a$ collects the one-body energy and the interaction with a frozen environment. The term $cf^p$ is the interaction of the orbital's charge with itself. For a frozen orbital, the classical electrostatic self-repulsion has $p = 2$. Local exchange has $p = 4/3$ and $c < 0$ if no other density of the same spin overlaps the orbital.

A transition-state rule of the kind considered here replaces the total energy difference $E(1) - E(0)$ by the slope $E'(f)$ at one fractional occupation, and Slater's choice is $f = 1/2$. In this one-orbital model without relaxation, the occupation that makes the replacement exact can be computed, and so can the condition under which it is one half.

```lean
import Mathlib

namespace TransitionStateOccupation

noncomputable section
```

In Lean, all parameters and the occupation are real numbers, and `f ^ p` is the real power.

```lean
/-- Energy of an orbital with occupation `f`: a constant, a term linear in the occupation,
and a power-law term of exponent `p` and strength `c`. -/
def energy (e0 a c p f : ℝ) : ℝ := e0 + a * f + c * f ^ p
```

The occupation that will solve the problem gets a name of its own. It depends on $p$ alone:

$$f_* = p^{-1/(p-1)}.$$

```lean
/-- The transition occupation `p ^ (-1 / (p - 1))` belonging to the exponent `p`. -/
def transitionOcc (p : ℝ) : ℝ := p ^ (-1 / (p - 1))
```

## Slope and energy difference

Differentiating term by term gives

$$E'(f) = a + c\,p f^{p-1}.$$

The statement `HasDerivAt E D f` says that the function `E` is differentiable at `f` with derivative `D`. The proof adds the derivatives of the three terms. Since $p > 1$, the power rule also holds at $f = 0$, where the slope is $a$.

```lean
/-- The slope of the energy with respect to the occupation is `a + c p f ^ (p - 1)`. -/
theorem hasDerivAt_energy (e0 a c : ℝ) {p : ℝ} (hp : 1 < p) (f : ℝ) :
    HasDerivAt (energy e0 a c p) (a + c * (p * f ^ (p - 1))) f := by
  have h := (((hasDerivAt_id' f).const_mul a).const_add e0).fun_add
    ((Real.hasDerivAt_rpow_const (x := f) (p := p) (Or.inr hp.le)).const_mul c)
  exact h.congr_deriv (by ring)
```

Since $1^p = 1$ and $0^p = 0$, the energy difference is

$$E(1) - E(0) = (e_0 + a + c) - e_0 = a + c.$$

The proof evaluates the two powers, and `ring` does the subtraction.

```lean
/-- The energy difference between the filled and the empty orbital is `a + c`. -/
theorem energy_one_sub_zero (e0 a c : ℝ) {p : ℝ} (hp : 1 < p) :
    energy e0 a c p 1 - energy e0 a c p 0 = a + c := by
  have hp0 : p ≠ 0 := by linarith
  unfold energy
  rw [Real.one_rpow, Real.zero_rpow hp0]
  ring
```

## The occupation where the two agree

The base $p$ of $f_*$ exceeds 1 and the exponent $-1/(p-1)$ is negative, so $0 < f_* < 1$. The transition occupation is therefore always fractional. `Set.Ioo 0 1` is the open interval.

```lean
/-- The transition occupation is fractional: it lies strictly between 0 and 1. -/
theorem transitionOcc_mem_Ioo {p : ℝ} (hp : 1 < p) :
    transitionOcc p ∈ Set.Ioo (0 : ℝ) 1 := by
  have hp0 : 0 < p := by linarith
  have hq : 0 < p - 1 := by linarith
  have hneg : -1 / (p - 1) < 0 := div_neg_of_neg_of_pos (by norm_num) hq
  exact ⟨Real.rpow_pos_of_pos hp0 _, Real.rpow_lt_one_of_one_lt_of_neg hp hneg⟩
```

Multiplying the exponents gives

$$f_*^{\,p-1} = p^{-\frac{1}{p-1}(p-1)} = p^{-1}.$$

```lean
/-- The transition occupation raised to the power `p - 1` is `1 / p`. -/
theorem transitionOcc_rpow {p : ℝ} (hp : 1 < p) :
    transitionOcc p ^ (p - 1) = p⁻¹ := by
  have hp0 : 0 ≤ p := by linarith
  have hq : p - 1 ≠ 0 := sub_ne_zero.2 hp.ne'
  unfold transitionOcc
  rw [← Real.rpow_mul hp0, div_mul_cancel₀ _ hq, Real.rpow_neg_one]
```

Now set the slope equal to the energy difference:

$$a + c\,p f^{p-1} = a + c \;\Longrightarrow\; c\,p f^{p-1} = c \;\Longrightarrow\; p f^{p-1} = 1 .$$

The linear term cancels, and division by $c$ requires $c \neq 0$. Hence $f^{p-1} = 1/p = f_*^{\,p-1}$. On nonnegative numbers, a power with positive exponent takes each value only once, so $f = f_*$. Conversely, inserting $f_*$ gives $p f_*^{\,p-1} = 1$ and the slope $a + c$.

The theorem states this as an equivalence for every $f \ge 0$, so it gives both existence and uniqueness. In its proof, `hd.unique h` equates the two expressions for the derivative, `mul_left_cancel₀` removes $c$, and `Real.rpow_left_inj` supplies the injectivity.

```lean
/-- Transition-state rule for a power-law term of nonzero strength and exponent above 1: among
nonnegative occupations, the slope of the energy equals the energy difference between filled and
empty orbital exactly at the transition occupation. -/
theorem transition_state_rule (e0 a : ℝ) {c p f : ℝ} (hc : c ≠ 0) (hp : 1 < p) (hf : 0 ≤ f) :
    HasDerivAt (energy e0 a c p) (energy e0 a c p 1 - energy e0 a c p 0) f ↔
      f = transitionOcc p := by
  have hp0 : p ≠ 0 := by linarith
  have hd := hasDerivAt_energy e0 a c hp f
  rw [energy_one_sub_zero e0 a c hp]
  constructor
  · intro h
    -- the linear term cancels and leaves `p f ^ (p - 1) = 1`
    have h1 := hd.unique h
    have h2 : p * f ^ (p - 1) = 1 := mul_left_cancel₀ hc (by linarith)
    have h3 : f ^ (p - 1) = transitionOcc p ^ (p - 1) := by
      rw [transitionOcc_rpow hp]
      exact eq_inv_of_mul_eq_one_right h2
    exact (Real.rpow_left_inj hf (transitionOcc_mem_Ioo hp).1.le (sub_ne_zero.2 hp.ne')).1 h3
  · intro h
    have h2 : p * f ^ (p - 1) = 1 := by
      rw [h, transitionOcc_rpow hp, mul_inv_cancel₀ hp0]
    rw [h2, mul_one] at hd
    exact hd
```

The hypothesis $c \neq 0$ is needed for uniqueness. With $c = 0$ and $p = 2$ the energy is a straight line, its slope is $a = E(1) - E(0)$ everywhere, and $f = 1/4$ satisfies the condition although $f_* = 1/2$.

## Comparison with half occupation

Whether $f_*$ lies below one half depends on how $2^{p-1}$ compares with $p$. The function $x \mapsto 2^x$ is strictly convex and meets the line $1 + x$ at $x = 0$ and $x = 1$. It lies below the line between these points and above it for $x > 1$. With $x = p - 1$ this reads

$$2^{p-1} < p \ \text{ for } 1 < p < 2, \qquad 2^{p-1} = p \ \text{ for } p = 2, \qquad 2^{p-1} > p \ \text{ for } p > 2.$$

The two inequalities are Bernoulli's inequality for real exponents, which the proof takes from Mathlib. As the three cases exclude one another, each implication can be reversed; the calls to `lt_trichotomy` do this.

```lean
/-- For `p > 1`, the number `2 ^ (p - 1)` is below `p` exactly when `p < 2`, and above `p`
exactly when `p > 2`. -/
theorem two_rpow_compare {p : ℝ} (hp : 1 < p) :
    ((2 : ℝ) ^ (p - 1) < p ↔ p < 2) ∧ (p < (2 : ℝ) ^ (p - 1) ↔ 2 < p) := by
  -- Bernoulli's inequality for real exponents, on either side of exponent one
  have below : p < 2 → (2 : ℝ) ^ (p - 1) < p := by
    intro h
    have hb := rpow_one_add_lt_one_add_mul_self (s := (1 : ℝ)) (p := p - 1)
      (by norm_num) one_ne_zero (by linarith) (by linarith)
    rw [one_add_one_eq_two] at hb
    linarith
  have above : 2 < p → p < (2 : ℝ) ^ (p - 1) := by
    intro h
    have hb := one_add_mul_self_lt_rpow_one_add (s := (1 : ℝ)) (p := p - 1)
      (by norm_num) one_ne_zero (by linarith)
    rw [one_add_one_eq_two] at hb
    linarith
  have equal : p = 2 → (2 : ℝ) ^ (p - 1) = p := by
    intro h
    rw [h]
    norm_num
  refine ⟨⟨fun h => ?_, below⟩, ⟨fun h => ?_, above⟩⟩
  · rcases lt_trichotomy p 2 with h1 | h1 | h1
    · exact h1
    · linarith [equal h1]
    · linarith [above h1]
  · rcases lt_trichotomy p 2 with h1 | h1 | h1
    · linarith [below h1]
    · linarith [equal h1]
    · exact h1
```

Both sides of $f_* < 1/2$ are positive, so raising them to the power $p - 1 > 0$ preserves the order:

$$f_* < \tfrac12 \iff \frac1p < \frac{1}{2^{p-1}} \iff 2^{p-1} < p \iff p < 2.$$

The `rw` chain performs the first two steps in this order, and `two_rpow_compare` supplies the last.

```lean
/-- The transition occupation lies below one half exactly when the exponent is below 2. -/
theorem transitionOcc_lt_half_iff {p : ℝ} (hp : 1 < p) :
    transitionOcc p < 1 / 2 ↔ p < 2 := by
  have h0 : (0 : ℝ) ≤ 1 / 2 := by norm_num
  have h2 : (0 : ℝ) ≤ 2 := by norm_num
  have hp0 : 0 < p := by linarith
  have hq : 0 < p - 1 := by linarith
  have hpow : (0 : ℝ) < 2 ^ (p - 1) := Real.rpow_pos_of_pos (by norm_num) _
  rw [← Real.rpow_lt_rpow_iff (transitionOcc_mem_Ioo hp).1.le h0 hq, transitionOcc_rpow hp,
    one_div, Real.inv_rpow h2, inv_lt_inv₀ hp0 hpow]
  exact (two_rpow_compare hp).1
```

The half-occupation rule is exact when $f_* = 1/2$. By the same steps, with equalities in place of inequalities, this means $2^{p-1} = p$, and hence $p = 2$. The proof applies `transition_state_rule` at $f = 1/2$ and excludes the other two cases by the comparison above.

```lean
/-- For a power-law term of nonzero strength and exponent above 1, the slope at half occupation
equals the energy difference between filled and empty orbital exactly when the exponent is 2. -/
theorem half_occupation_exact_iff (e0 a : ℝ) {c p : ℝ} (hc : c ≠ 0) (hp : 1 < p) :
    HasDerivAt (energy e0 a c p) (energy e0 a c p 1 - energy e0 a c p 0) (1 / 2) ↔ p = 2 := by
  have h0 : (0 : ℝ) ≤ 1 / 2 := by norm_num
  have h2 : (0 : ℝ) ≤ 2 := by norm_num
  rw [transition_state_rule e0 a hc hp h0,
    ← Real.rpow_left_inj h0 (transitionOcc_mem_Ioo hp).1.le (sub_ne_zero.2 hp.ne'),
    transitionOcc_rpow hp, one_div, Real.inv_rpow h2, inv_inj]
  constructor
  · intro h
    rcases lt_trichotomy p 2 with h1 | h1 | h1
    · exact absurd h ((two_rpow_compare hp).1.2 h1).ne
    · exact h1
    · exact absurd h ((two_rpow_compare hp).2.2 h1).ne'
  · intro h
    rw [h]
    norm_num
```

For $p \neq 2$ the sign of the error follows from the slope at one half:

$$E'(\tfrac12) - \bigl[E(1) - E(0)\bigr] = c\left(\frac{p}{2^{p-1}} - 1\right).$$

For $c > 0$ this is positive exactly when $2^{p-1} < p$, that is, when $p < 2$. Here the slope is written as `deriv`, the derivative as a number, and the formula for it comes from `hasDerivAt_energy`. The theorem assumes a positive coefficient, so it does not apply to the attractive exchange term; the displayed difference changes sign with $c$.

```lean
/-- For a power-law term of positive strength, the slope at half occupation exceeds the energy
difference between filled and empty orbital exactly when the exponent is below 2. -/
theorem half_occupation_overestimates_iff (e0 a : ℝ) {c p : ℝ} (hc : 0 < c) (hp : 1 < p) :
    energy e0 a c p 1 - energy e0 a c p 0 < deriv (energy e0 a c p) (1 / 2) ↔ p < 2 := by
  have h2 : (0 : ℝ) ≤ 2 := by norm_num
  have hpow : (0 : ℝ) < 2 ^ (p - 1) := Real.rpow_pos_of_pos (by norm_num) _
  rw [(hasDerivAt_energy e0 a c hp (1 / 2)).deriv, energy_one_sub_zero e0 a c hp,
    ← (two_rpow_compare hp).1, one_div, Real.inv_rpow h2, ← one_lt_div hpow, div_eq_mul_inv]
  constructor
  · intro h
    exact lt_of_mul_lt_mul_left (by linarith) hc.le
  · intro h
    have h3 := mul_lt_mul_of_pos_left h hc
    linarith
```

## The local-exchange exponent

For $p = 4/3$ the exponent of $f_*$ is $-1/(1/3) = -3$, and

$$f_* = \left(\tfrac43\right)^{-3} = \tfrac{27}{64} \approx 0.42.$$

The proof first turns the exponent into the integer $-3$, after which `norm_num` evaluates the power.

```lean
/-- For the local-exchange exponent `4/3` the transition occupation is `27/64`. -/
theorem transitionOcc_local_exchange : transitionOcc (4 / 3) = 27 / 64 := by
  have he : (-1 / ((4 / 3 : ℝ) - 1)) = ((-3 : ℤ) : ℝ) := by norm_num
  unfold transitionOcc
  rw [he, Real.rpow_intCast]
  norm_num

end

end TransitionStateOccupation
```

This value belongs to an energy whose only nonlinear term is $f^{4/3}$. A density functional calculation combines electrostatic and exchange-correlation terms and lets the orbitals relax with the occupation, and the model includes neither the combination nor the relaxation.

```lean
#print axioms TransitionStateOccupation.transition_state_rule
-- 'TransitionStateOccupation.transition_state_rule' depends on axioms: [propext, Classical.choice, Quot.sound]
#print axioms TransitionStateOccupation.half_occupation_exact_iff
-- 'TransitionStateOccupation.half_occupation_exact_iff' depends on axioms: [propext, Classical.choice, Quot.sound]
#print axioms TransitionStateOccupation.half_occupation_overestimates_iff
-- 'TransitionStateOccupation.half_occupation_overestimates_iff' depends on axioms: [propext, Classical.choice, Quot.sound]
#print axioms TransitionStateOccupation.transitionOcc_local_exchange
-- 'TransitionStateOccupation.transitionOcc_local_exchange' depends on axioms: [propext, Classical.choice, Quot.sound]
```
